# The ladder of energies n w − g²/w for a boson mode coupled linearly to a core hole

With the core hole present, a single boson mode has the Hamiltonian w c b + g (b + c), where w ≠ 0 and b, c are linear operators on a real vector space with [b, c] = 1; c is not assumed to be the adjoint of b. The theorem `relaxed_ladder` starts from a nonzero vector v with b v = −(g/w) v, and says that (c + g/w)ⁿ v is nonzero and is an eigenvector with eigenvalue n w − g²/w, for every natural number n. No inner product is assumed and the vectors are not normalised, which does not affect the eigenvalues. The proof completes the square, so that the Hamiltonian becomes w times a displaced number operator minus g²/w, and shows by induction that this number operator has the value n on the nth vector. A second induction shows that no vector of the ladder vanishes, and the energy is then to follow by substitution.

As first written in Lean, the proof fails:

```lean
import Mathlib

open Matrix Filter Topology
open scoped InnerProductSpace

namespace RelaxedLadder

noncomputable section

/-- The core-hole Hamiltonian `w c b + g (b + c)`: a boson of energy `w` coupled linearly,
with strength `g`, to the hole. -/
def holeH {A : Type*} [Ring A] [Algebra ℝ A] (w g : ℝ) (b c : A) : A :=
  w • (c * b) + g • (b + c)

/-- The operator `x` displaced by the number `s`. -/
def displace {A : Type*} [Ring A] [Algebra ℝ A] (s : ℝ) (x : A) : A := x + s • (1 : A)

/-- For `w ≠ 0` the linear coupling is absorbed by displacing both ladder operators by `g / w`,
at the price of the constant `-g² / w`. -/
theorem completed_square {A : Type*} [Ring A] [Algebra ℝ A] {w : ℝ} (hw : w ≠ 0) (g : ℝ)
    (b c : A) :
    holeH w g b c
      = w • (displace (g / w) c * displace (g / w) b) - (g ^ 2 / w) • (1 : A) := by
  -- write the coupling as `g = w s`
  obtain ⟨s, rfl⟩ : ∃ s, g = w * s := ⟨g / w, by field_simp⟩
  have h1 : w * s / w = s := by field_simp
  have h2 : (w * s) ^ 2 / w = w * s ^ 2 := by field_simp
  rw [h1, h2]
  simp only [holeH, displace, add_mul, mul_add, smul_mul_assoc, mul_smul_comm, one_mul, mul_one]
  module

/-- Displacing both ladder operators by the same number leaves their commutator unchanged. -/
theorem displaced_commutator {A : Type*} [Ring A] [Algebra ℝ A] (s : ℝ) (b c : A) :
    displace s b * displace s c - displace s c * displace s b = b * c - c * b := by
  simp only [displace, add_mul, mul_add, smul_mul_assoc, mul_smul_comm, one_mul, mul_one]
  module

/-- Let `[b, c] = 1`, `w ≠ 0`, and let `v ≠ 0` satisfy `b v = -(g / w) v`. Then applying the
displaced creation operator `n` times to `v` gives a nonzero eigenvector of the core-hole
Hamiltonian with energy `n w - g² / w`. -/
theorem relaxed_ladder {V : Type*} [AddCommGroup V] [Module ℝ V] {w g : ℝ} (hw : w ≠ 0)
    (b c : Module.End ℝ V) (hbc : b * c - c * b = 1) {v : V} (hv : v ≠ 0)
    (hb : b v = (-(g / w)) • v) (n : ℕ) :
    (displace (g / w) c ^ n) v ≠ 0 ∧
      holeH w g b c ((displace (g / w) c ^ n) v)
        = (n * w - g ^ 2 / w) • (displace (g / w) c ^ n) v := by
  have hcomm := (displaced_commutator (g / w) b c).trans hbc
  have hB : displace (g / w) b v = 0 := by
    simp only [displace, LinearMap.add_apply, LinearMap.smul_apply, Module.End.one_apply, hb]
    module
  rw [completed_square hw]
  generalize displace (g / w) b = B at *
  generalize displace (g / w) c = C at *
  have hx : ∀ x, B (C x) = C (B x) + x := fun x => by
    have h := LinearMap.congr_fun hcomm x
    simp only [LinearMap.sub_apply, Module.End.mul_apply, Module.End.one_apply] at h
    exact sub_eq_iff_eq_add'.mp h
  -- the displaced number operator counts the quanta
  have hN : ∀ m : ℕ, C (B ((C ^ m) v)) = (m : ℝ) • (C ^ m) v := by
    intro m
    induction m with
    | zero => simp [hB]
    | succ m ih =>
      rw [pow_succ', Module.End.mul_apply, hx, ih, map_add, map_smul]
      push_cast
      module
  constructor
  · induction n with
    | zero => simpa using hv
    | succ m ih =>
      intro h0
      rw [pow_succ', Module.End.mul_apply] at h0
      have h1 := hx ((C ^ m) v)
      rw [h0, map_zero, hN] at h1
      have h2 : ((m : ℝ) + 1) • (C ^ m) v = 0 := by
        rw [add_smul, one_smul]
        exact h1.symm
      exact (smul_eq_zero.mp h2).elim (fun h => by positivity_extension_free h) ih
  · simp only [LinearMap.sub_apply, LinearMap.smul_apply, Module.End.mul_apply,
      Module.End.one_apply, hN]
    module

end

end RelaxedLadder
```

Messages:

```
Main.lean:78:52: error: unknown tactic
Main.lean:78:48: error: unsolved goals
V : Type u_1
inst✝¹ : AddCommGroup V
inst✝ : Module ℝ V
w g : ℝ
hw : w ≠ 0
b c : Module.End ℝ V
hbc : b * c - c * b = 1
v : V
hv : v ≠ 0
hb : b v = -(g / w) • v
B : Module.End ℝ V
hB : B v = 0
C : Module.End ℝ V
hcomm : B * C - C * B = 1
hx : ∀ (x : V), B (C x) = C (B x) + x
hN : ∀ (m : ℕ), C (B ((C ^ m) v)) = ↑m • (C ^ m) v
m : ℕ
ih : (C ^ m) v ≠ 0
h0 : C ((C ^ m) v) = 0
h1 : 0 = ↑m • (C ^ m) v + (C ^ m) v
h2 : (↑m + 1) • (C ^ m) v = 0
h : ↑m + 1 = 0
⊢ ?m.417
Main.lean:78:6: error: Type mismatch
  Or.elim (smul_eq_zero.mp h2) fun h => ?m.419
has type
  ((C ^ m) v = 0 → ?m.417) → ?m.417
but is expected to have type
  False
Main.lean:46:62: error: unsolved goals
case right
V : Type u_1
inst✝¹ : AddCommGroup V
inst✝ : Module ℝ V
w g : ℝ
hw : w ≠ 0
b c : Module.End ℝ V
hbc : b * c - c * b = 1
v : V
hv : v ≠ 0
hb : b v = -(g / w) • v
n : ℕ
B : Module.End ℝ V
hB : B v = 0
C : Module.End ℝ V
hcomm : B * C - C * B = 1
hx : ∀ (x : V), B (C x) = C (B x) + x
hN : ∀ (m : ℕ), C (B ((C ^ m) v)) = ↑m • (C ^ m) v
⊢ (w • (C * B) - (g ^ 2 / w) • 1) ((C ^ n) v) = (↑n * w - g ^ 2 / w) • (C ^ n) v
```

There is one fault, and the other three messages follow from it. `positivity_extension_free` is not a tactic, so Lean reports `unknown tactic` and stops parsing the theorem there. The `by` before it is left empty, hence the first `unsolved goals`. The argument `ih` after it is never read, so `Or.elim` has only one of its two branches and is still a function where a proof of `False` is expected: the type mismatch. The final bullet, which proves the eigenvalue equation, is not read either, so `case right` is reported as unsolved.

What was needed at that point is a contradiction from `h : ↑m + 1 = 0`, an equation between real numbers. `Nat.cast_add_one_ne_zero m` says that `↑m + 1` is not zero, and applied to `h` it gives `False`. With that term in place the whole proof parses, `ih` closes the other branch, and the last bullet works as it stood.

The repair, with which the file compiles:

```diff
@@ -76,5 +76,5 @@
         rw [add_smul, one_smul]
         exact h1.symm
-      exact (smul_eq_zero.mp h2).elim (fun h => by positivity_extension_free h) ih
+      exact (smul_eq_zero.mp h2).elim (fun h => Nat.cast_add_one_ne_zero m h) ih
   · simp only [LinearMap.sub_apply, LinearMap.smul_apply, Module.End.mul_apply,
       Module.End.one_apply, hN]
```
